# For complete, non-redundant internal coordinates, $M^{-1}B^TG^{-1}$ is the only right inverse of the Wilson matrix that obeys the Eckart conditions

Two atoms on a line, with masses $m_1,m_2$, are to be displaced by $a_1,a_2$ so that their bond stretches by one unit: $a_2-a_1=1$. This fixes the displacements only up to a common translation. Requiring the centre of mass to stay put, $m_1a_1+m_2a_2=0$, removes the freedom:

$$a_1=-\frac{m_2}{m_1+m_2},\qquad a_2=\frac{m_1}{m_1+m_2}.$$

For a molecule with $n$ Cartesian coordinates, the Wilson matrix $B$ ($k\times n$) turns small displacements into changes of $k$ internal coordinates. The columns of $R$ ($n\times l$) are the rigid motions, and $M$ is the mass matrix. We seek $A$ with $BA=1$, so that each column changes one internal coordinate by one unit, and with $R^TMA=0$, the Eckart conditions. Such matrices carry internal-coordinate vibrations back to Cartesian displacements in a harmonic analysis, to first order about one reference geometry.

In Lean, `k`, `n` and `l` are finite index types, and their sizes are the numbers above.

```lean
import Mathlib

open Matrix

namespace WilsonEckart

noncomputable section

variable {k n l : Type*} [Fintype k] [DecidableEq k] [Fintype n] [DecidableEq n]
  [Fintype l] [DecidableEq l]
```

Three definitions follow: $G=BM^{-1}B^T$, the Eckart inverse $A_E=M^{-1}B^TG^{-1}$, and $K=R^TMR$. Although called `rigidInertia`, $K$ covers translations as well as rotations.

```lean
/-- Wilson's G matrix `B M⁻¹ Bᵀ` of the internal coordinates with Wilson matrix `B`,
for an invertible mass matrix `M`. -/
def gMatrix (B : Matrix k n ℝ) (M : Matrix n n ℝ) : Matrix k k ℝ :=
  B * M⁻¹ * Bᵀ

/-- The Eckart inverse `M⁻¹ Bᵀ G⁻¹` of the Wilson matrix, for invertible `M` and `G`. -/
def eckartInverse (B : Matrix k n ℝ) (M : Matrix n n ℝ) : Matrix n k ℝ :=
  M⁻¹ * Bᵀ * (gMatrix B M)⁻¹

/-- The inertia matrix `Rᵀ M R` of the motions spanned by the columns of `R`. -/
def rigidInertia (R : Matrix n l ℝ) (M : Matrix n n ℝ) : Matrix l l ℝ :=
  Rᵀ * M * R
```

## Positive masses and independent rigid motions

`M.PosDef` says that $M$ is symmetric and that every nonzero velocity carries positive kinetic energy; $M$ need not be diagonal. `LinearIndependent ℝ R.col` says that no rigid motion is listed redundantly. Together they make $K$ invertible. If $Kv=0$ with $v\ne0$, then $Rv\neq0$ by independence, yet $(Rv)^TM(Rv)=v^TKv=0$, a contradiction. The proof finds such a $v$ from a vanishing determinant and argues the same way.

```lean
omit [DecidableEq n] in
/-- For a positive definite mass matrix and linearly independent rigid motions,
the inertia matrix of these motions is invertible. -/
theorem rigidInertia_isUnit {R : Matrix n l ℝ} {M : Matrix n n ℝ}
    (hM : M.PosDef) (hR : LinearIndependent ℝ R.col) :
    IsUnit (rigidInertia R M).det := by
  rw [isUnit_iff_ne_zero]
  intro h0
  obtain ⟨v, hv, hKv⟩ := Matrix.exists_mulVec_eq_zero_iff.2 h0
  have hRv : R *ᵥ v ≠ 0 := fun h =>
    hv (Matrix.mulVec_injective_iff.2 hR (h.trans (Matrix.mulVec_zero R).symm))
  -- a null vector would be a nonzero motion without kinetic energy
  have hpos := hM.dotProduct_mulVec_pos hRv
  rw [star_trivial] at hpos
  have hz : (R *ᵥ v) ⬝ᵥ (M *ᵥ (R *ᵥ v)) = 0 := by
    calc (R *ᵥ v) ⬝ᵥ (M *ᵥ (R *ᵥ v)) = v ⬝ᵥ (rigidInertia R M *ᵥ v) := by
          rw [rigidInertia, ← Matrix.mulVec_mulVec, ← Matrix.mulVec_mulVec,
            Matrix.dotProduct_mulVec v, Matrix.vecMul_transpose]
      _ = 0 := by rw [hKv, dotProduct_zero]
  exact hpos.ne' hz
```

With a massless atom, $M^{-1}$ does not exist and the formula loses its meaning. If $R=0$ in the diatomic, the Eckart condition is empty and every right inverse passes.

## An invertible $G$

This means that the internal coordinates are non-redundant. Independent rows of $B$ suffice, by the previous argument with $B^T$ and $M^{-1}$ in place of $R$ and $M$.

```lean
/-- For a positive definite mass matrix and internal coordinates whose Wilson matrix has
linearly independent rows, the G matrix is invertible. -/
theorem gMatrix_isUnit {B : Matrix k n ℝ} {M : Matrix n n ℝ}
    (hM : M.PosDef) (hB : LinearIndependent ℝ B.row) :
    IsUnit (gMatrix B M).det := by
  have h := rigidInertia_isUnit (R := Bᵀ) hM.inv hB
  simpa only [rigidInertia, gMatrix, Matrix.transpose_transpose] using h
```

By hand, the hypothesis gives $BA_E=GG^{-1}=1$, which is also the Lean proof.

```lean
/-- If the G matrix is invertible, the Eckart inverse is a right inverse of the Wilson
matrix: its columns change one internal coordinate each, by one unit. -/
theorem mul_eckartInverse {B : Matrix k n ℝ} {M : Matrix n n ℝ}
    (hG : IsUnit (gMatrix B M).det) : B * eckartInverse B M = 1 := by
  have h : B * eckartInverse B M = gMatrix B M * (gMatrix B M)⁻¹ := by
    simp only [eckartInverse, gMatrix, Matrix.mul_assoc]
  rw [h, Matrix.mul_nonsing_inv _ hG]
```

For $B=0$ in the diatomic, $G=0$ and no right inverse exists.

## Internal coordinates blind to rigid motions

$BR=0$ says that translations and infinitesimal rotations change no internal coordinate. Since $MA_E=B^TG^{-1}$,

$$R^TMA_E=(BR)^TG^{-1}=0.$$

The lemma allows any matrix `C` in place of $G^{-1}$.

```lean
omit [DecidableEq k] [DecidableEq n] [Fintype l] [DecidableEq l] in
/-- If rigid motions leave the internal coordinates unchanged, displacements whose
mass-weighted form `M A` is a combination of the rows of `B` obey the Eckart conditions. -/
theorem eckart_condition {B : Matrix k n ℝ} {R : Matrix n l ℝ} {M : Matrix n n ℝ}
    {A : Matrix n k ℝ} {C : Matrix k k ℝ} (hBR : B * R = 0) (hA : M * A = Bᵀ * C) :
    Rᵀ * M * A = 0 := by
  rw [Matrix.mul_assoc, hA, ← Matrix.mul_assoc, ← Matrix.transpose_mul, hBR,
    Matrix.transpose_zero, Matrix.zero_mul]
```

If the diatomic's coordinate is the position of atom 1, $B=(1\;\;0)$, then $A_E=(1,0)^T$ and $R^TMA_E=m_1\neq0$: the formula violates the Eckart condition.

In Lean, $B$ and $R$ are arbitrary matrices with these properties. That they are the derivatives of actual internal coordinates and the rigid motions of an actual geometry is left to the user.

## A complete count, $k+l=n$

Internal and rigid coordinates together must account for all Cartesian ones. Stack

$$W=\begin{pmatrix}B\\R^TM\end{pmatrix},\qquad V=\begin{pmatrix}A_E&RK^{-1}\end{pmatrix}.$$

The diagonal blocks of $WV$ are $BA_E=1$ and $KK^{-1}=1$; the others are $BRK^{-1}=0$ and $R^TMA_E=0$. Hence $WV=1$. The count makes $W$ square, so $VW=1$ too:

$$A_EB+RK^{-1}R^TM=1.$$

Lean uses `hcard` to build a relabelling `e` of the indices, and `mul_eq_one_comm` then reverses the product.

```lean
/-- Every Cartesian displacement splits into an internal part and a rigid part, provided
`M` is positive definite, `G` is invertible, the rigid motions are independent and leave
the internal coordinates unchanged, and the two kinds of coordinates number `n` in all. -/
theorem completeness {B : Matrix k n ℝ} {R : Matrix n l ℝ} {M : Matrix n n ℝ}
    (hcard : Fintype.card k + Fintype.card l = Fintype.card n)
    (hM : M.PosDef) (hR : LinearIndependent ℝ R.col) (hBR : B * R = 0)
    (hG : IsUnit (gMatrix B M).det) :
    eckartInverse B M * B + R * (rigidInertia R M)⁻¹ * (Rᵀ * M) = 1 := by
  have hMA : M * eckartInverse B M = Bᵀ * (gMatrix B M)⁻¹ := by
    rw [eckartInverse, ← Matrix.mul_assoc, ← Matrix.mul_assoc,
      Matrix.mul_nonsing_inv _ hM.det_pos.ne'.isUnit, Matrix.one_mul]
  have h12 : B * (R * (rigidInertia R M)⁻¹) = 0 := by
    rw [← Matrix.mul_assoc, hBR, Matrix.zero_mul]
  have h22 : Rᵀ * M * (R * (rigidInertia R M)⁻¹) = 1 := by
    rw [← Matrix.mul_assoc]
    exact Matrix.mul_nonsing_inv _ (rigidInertia_isUnit hM hR)
  -- the stacked matrix (B over Rᵀ M) has an explicit right inverse
  let W : Matrix (k ⊕ l) n ℝ := Matrix.fromRows B (Rᵀ * M)
  let V : Matrix n (k ⊕ l) ℝ :=
    Matrix.fromCols (eckartInverse B M) (R * (rigidInertia R M)⁻¹)
  have hWV : W * V = 1 := by
    change Matrix.fromRows _ _ * Matrix.fromCols _ _ = 1
    rw [Matrix.fromRows_mul_fromCols, mul_eckartInverse hG, h12,
      eckart_condition hBR hMA, h22, Matrix.fromBlocks_one]
  -- it is square up to relabelling, so the right inverse is a left inverse
  let e : n ≃ k ⊕ l := Fintype.equivOfCardEq (by rw [Fintype.card_sum, hcard])
  have h1 : W.submatrix e id * V.submatrix id e = 1 := by
    have h : W.submatrix e id * V.submatrix id e = (W * V).submatrix e e :=
      Matrix.submatrix_mul_equiv W V e (Equiv.refl n) e
    rw [h, hWV, Matrix.submatrix_one_equiv]
  have h2 : V.submatrix id e * W.submatrix e id = 1 := mul_eq_one_comm.1 h1
  have h3 : V * W = 1 := by
    rw [Matrix.submatrix_mul_equiv V W id e id] at h2
    exact h2
  rw [← h3]
  exact (Matrix.fromCols_mul_fromRows _ _ _ _).symm
```

Multiplying this identity on the right by any $A$ that meets both conditions gives $A=A_E(BA)+RK^{-1}(R^TMA)=A_E$. The `calc` block does this; the converse collects the two checks above.

```lean
/-- Let `M` be positive definite, `G` invertible, and let independent rigid motions `R` with
`B R = 0` complete the internal coordinates to `n` in number. Then `M⁻¹ Bᵀ G⁻¹` is the one
and only right inverse of `B` that obeys the Eckart conditions `Rᵀ M A = 0`. -/
theorem eckartInverse_unique {B : Matrix k n ℝ} {R : Matrix n l ℝ} {M : Matrix n n ℝ}
    (hcard : Fintype.card k + Fintype.card l = Fintype.card n)
    (hM : M.PosDef) (hR : LinearIndependent ℝ R.col) (hBR : B * R = 0)
    (hG : IsUnit (gMatrix B M).det) (A : Matrix n k ℝ) :
    (B * A = 1 ∧ Rᵀ * M * A = 0) ↔ A = eckartInverse B M := by
  constructor
  · rintro ⟨h1, h2⟩
    -- split A into its internal and rigid parts
    calc A = (eckartInverse B M * B + R * (rigidInertia R M)⁻¹ * (Rᵀ * M)) * A := by
          rw [completeness hcard hM hR hBR hG, Matrix.one_mul]
      _ = eckartInverse B M * (B * A)
            + R * (rigidInertia R M)⁻¹ * (Rᵀ * M * A) := by
          rw [Matrix.add_mul]
          simp only [Matrix.mul_assoc]
      _ = eckartInverse B M := by
          rw [h1, h2, Matrix.mul_one, Matrix.mul_zero, add_zero]
  · rintro rfl
    refine ⟨mul_eckartInverse hG, eckart_condition (C := (gMatrix B M)⁻¹) hBR ?_⟩
    rw [eckartInverse, ← Matrix.mul_assoc, ← Matrix.mul_assoc,
      Matrix.mul_nonsing_inv _ hM.det_pos.ne'.isUnit, Matrix.one_mul]
```

For three atoms on a line with only one bond length listed, the count fails, and so does uniqueness: the third atom can move against the bonded pair.

## Without the Eckart conditions

If only $BA=1$ is required, the same identity gives $A=A_E+RX$ with $X=K^{-1}R^TMA$. Conversely, $B(A_E+RX)=1$ for every $X$, because $BR=0$. Each column is thus free up to a rigid motion.

```lean
/-- Let `M` be positive definite, `G` invertible, and let independent rigid motions `R` with
`B R = 0` complete the internal coordinates to `n` in number. Then the right inverses of `B` are
exactly the Eckart inverse plus an arbitrary rigid motion in each column. -/
theorem rightInverse_iff {B : Matrix k n ℝ} {R : Matrix n l ℝ} {M : Matrix n n ℝ}
    (hcard : Fintype.card k + Fintype.card l = Fintype.card n)
    (hM : M.PosDef) (hR : LinearIndependent ℝ R.col) (hBR : B * R = 0)
    (hG : IsUnit (gMatrix B M).det) (A : Matrix n k ℝ) :
    B * A = 1 ↔ ∃ X : Matrix l k ℝ, A = eckartInverse B M + R * X := by
  constructor
  · intro h
    refine ⟨(rigidInertia R M)⁻¹ * (Rᵀ * M) * A, ?_⟩
    have hc := congrArg (fun Z => Z * A) (completeness hcard hM hR hBR hG)
    simp only [Matrix.add_mul, Matrix.mul_assoc, h, Matrix.mul_one, Matrix.one_mul] at hc
    simp only [Matrix.mul_assoc]
    exact hc.symm
  · rintro ⟨X, rfl⟩
    rw [Matrix.mul_add, mul_eckartInverse hG, ← Matrix.mul_assoc, hBR,
      Matrix.zero_mul, add_zero]
```

## The diatomic again

Here $B=(-1\;\;1)$ and $R=(1,1)^T$.

```lean
/-- Wilson matrix of the bond length `x₂ - x₁` of two atoms on a line. -/
def bondB : Matrix (Fin 1) (Fin 2) ℝ := !![-1, 1]

/-- The common translation of two atoms on a line. -/
def translationR : Matrix (Fin 2) (Fin 1) ℝ := !![1; 1]
```

For positive masses the hypotheses on the matrices hold, and the count is $1+1=2$.

```lean
/-- For a diatomic on a line with positive masses, the mass matrix is positive definite, the
translation is linearly independent and leaves the bond length unchanged, and the G matrix is
invertible. -/
theorem diatomic_witness {m₁ m₂ : ℝ} (h₁ : 0 < m₁) (h₂ : 0 < m₂) :
    (Matrix.diagonal ![m₁, m₂]).PosDef ∧ LinearIndependent ℝ translationR.col ∧
      bondB * translationR = 0 ∧
      IsUnit (gMatrix bondB (Matrix.diagonal ![m₁, m₂])).det := by
  have hM : (Matrix.diagonal ![m₁, m₂]).PosDef := by
    apply Matrix.PosDef.diagonal
    intro i
    fin_cases i
    · exact h₁
    · exact h₂
  have hB : LinearIndependent ℝ bondBᵀ.col := by
    rw [← Matrix.mulVec_injective_iff]
    intro x y h
    ext i
    fin_cases i
    have h' := congrFun h 1
    simpa [bondB, Matrix.mulVec, dotProduct] using h'
  refine ⟨hM, ?_, ?_, gMatrix_isUnit hM hB⟩
  · rw [← Matrix.mulVec_injective_iff]
    intro x y h
    ext i
    fin_cases i
    have h' := congrFun h 0
    simpa [translationR, Matrix.mulVec, dotProduct] using h'
  · ext i j
    fin_cases i
    fin_cases j
    simp [bondB, translationR, Matrix.mul_apply, Fin.sum_univ_two]
```

The opening displacements are then recovered without inverting $G$: the proof checks the two conditions and applies uniqueness.

```lean
/-- For a diatomic on a line with positive masses, the Eckart inverse for the bond length is the
column with entries `-m₂/(m₁+m₂)` and `m₁/(m₁+m₂)`: the displacements of the atoms in a unit bond
stretch that leaves the centre of mass in place. -/
theorem diatomic_eckartInverse {m₁ m₂ : ℝ} (h₁ : 0 < m₁) (h₂ : 0 < m₂) :
    eckartInverse bondB (Matrix.diagonal ![m₁, m₂])
      = !![-m₂ / (m₁ + m₂); m₁ / (m₁ + m₂)] := by
  obtain ⟨hM, hR, hBR, hG⟩ := diatomic_witness h₁ h₂
  have hs : m₁ + m₂ ≠ 0 := (add_pos h₁ h₂).ne'
  -- it suffices to check the two defining conditions
  refine ((eckartInverse_unique (by simp) hM hR hBR hG _).1 ⟨?_, ?_⟩).symm
  · ext i j
    fin_cases i
    fin_cases j
    simp [bondB, Matrix.mul_apply, Fin.sum_univ_two]
    field_simp
    ring
  · ext i j
    fin_cases i
    fin_cases j
    simp [translationR, Matrix.mul_apply, Fin.sum_univ_two]
    ring

end

end WilsonEckart
```

```lean
#print axioms WilsonEckart.eckartInverse_unique
-- 'WilsonEckart.eckartInverse_unique' depends on axioms: [propext, Classical.choice, Quot.sound]
#print axioms WilsonEckart.rightInverse_iff
-- 'WilsonEckart.rightInverse_iff' depends on axioms: [propext, Classical.choice, Quot.sound]
#print axioms WilsonEckart.diatomic_eckartInverse
-- 'WilsonEckart.diatomic_eckartInverse' depends on axioms: [propext, Classical.choice, Quot.sound]
```
